# Gaussian Trial Functions for the Harmonic Oscillator: The Mixed Energy Is Exact, Its Kinetic and Potential Parts Only at the Exact Width

In units ħ = m = ω = 1, the oscillator is H = −½ d²/dx² + x²/2, with ground state φ(x) = exp(−x²/2) and trial function ψ(x) = exp(−a x²), a > 0, both left unnormalised. The mixed average of a local quantity f is ⟨f⟩ = ∫ φψf dx / ∫ φψ dx, and the kinetic local energy of ψ is −ψ″/(2ψ).

```lean
import Mathlib

open MeasureTheory

namespace OscillatorMixedEstimator

noncomputable section

/-- The Gaussian wave function `exp (-a x²)`, not normalised. -/
def gauss (a : ℝ) (x : ℝ) : ℝ := Real.exp (-a * x ^ 2)

/-- The wave function `exp (-x²/2)`. -/
def ground : ℝ → ℝ := gauss (1 / 2)

/-- The harmonic potential energy `x²/2`. -/
def potential (x : ℝ) : ℝ := x ^ 2 / 2

/-- The kinetic local energy `-ψ''/(2ψ)` of a wave function `ψ`. -/
def localKinetic (ψ : ℝ → ℝ) (x : ℝ) : ℝ := -(1 / 2) * deriv (deriv ψ) x / ψ x

/-- The average of a local quantity `f` over the normalised density proportional to `φ ψ`. -/
def mixedMean (φ ψ f : ℝ → ℝ) : ℝ := (∫ x, φ x * ψ x * f x) / ∫ x, φ x * ψ x

/-- The first derivative of the Gaussian wave function. -/
theorem hasDerivAt_gauss (a x : ℝ) : HasDerivAt (gauss a) (-2 * a * x * gauss a x) x := by
  have h := ((hasDerivAt_pow 2 x).const_mul (-a)).exp
  refine HasDerivAt.congr_deriv h ?_
  simp only [gauss]
  push_cast
  ring

/-- The second derivative of the Gaussian wave function. -/
theorem deriv_deriv_gauss (a x : ℝ) :
    deriv (deriv (gauss a)) x = (4 * a ^ 2 * x ^ 2 - 2 * a) * gauss a x := by
  have h1 : deriv (gauss a) = fun y => -2 * a * y * gauss a y :=
    funext fun y => (hasDerivAt_gauss a y).deriv
  have h2 : HasDerivAt (fun y => -2 * a * y * gauss a y)
      ((4 * a ^ 2 * x ^ 2 - 2 * a) * gauss a x) x :=
    (((hasDerivAt_id' x).const_mul (-2 * a)).fun_mul (hasDerivAt_gauss a x)).congr_deriv
      (by ring)
  rw [h1]
  exact h2.deriv

/-- The function `exp (-x²/2)` solves the stationary Schrödinger equation of the oscillator
with energy `1/2`. -/
theorem ground_schrodinger (x : ℝ) :
    -(1 / 2) * deriv (deriv ground) x + potential x * ground x = 1 / 2 * ground x := by
  simp only [ground, potential, deriv_deriv_gauss]
  ring

/-- The kinetic local energy of the Gaussian trial function is `a - 2a²x²`. -/
theorem localKinetic_gauss (a x : ℝ) :
    localKinetic (gauss a) x = a - 2 * a ^ 2 * x ^ 2 := by
  have h : gauss a x ≠ 0 := (Real.exp_pos _).ne'
  rw [localKinetic, deriv_deriv_gauss, div_eq_iff h]
  ring

/-- The average of `c + d x²` over the product of two Gaussians with exponents `b` and `a`
is `c + d / (2(b + a))`. -/
theorem mixedMean_quadratic {a b : ℝ} (hs : 0 < b + a) (c d : ℝ) :
    mixedMean (gauss b) (gauss a) (fun x => c + d * x ^ 2) = c + d / (2 * (b + a)) := by
  have hp : ∀ x, gauss b x * gauss a x = gauss (b + a) x := by
    intro x
    simp only [gauss, ← Real.exp_add]
    congr 1
    ring
  unfold mixedMean
  simp only [hp]
  generalize b + a = s at hs ⊢
  have h1 : Integrable (gauss s) := integrable_exp_neg_mul_sq hs
  have h2 : Integrable (fun x : ℝ => x ^ 2 * gauss s x) := by
    have h := integrable_rpow_mul_exp_neg_mul_sq hs (s := 2) (by norm_num)
    simpa only [Real.rpow_two, gauss] using h
  have h3 : Integrable (fun x : ℝ => x * gauss s x) := integrable_mul_exp_neg_mul_sq hs
  have hN : (∫ x, gauss s x) ≠ 0 := by
    have h : (∫ x, gauss s x) = Real.sqrt (Real.pi / s) := integral_gaussian s
    rw [h]
    have := Real.pi_pos
    positivity
  -- the total derivative of `x exp (-s x²)` integrates to zero
  have hd : ∀ x : ℝ, HasDerivAt (fun y => y * gauss s y)
      (gauss s x - 2 * s * (x ^ 2 * gauss s x)) x := fun x =>
    ((hasDerivAt_id' x).fun_mul (hasDerivAt_gauss s x)).congr_deriv (by ring)
  have h0 := integral_eq_zero_of_hasDerivAt_of_integrable hd
    (h1.sub (h2.const_mul (2 * s))) h3
  rw [integral_sub h1 (h2.const_mul (2 * s)), integral_const_mul] at h0
  have hm : (∫ x, x ^ 2 * gauss s x) = (∫ x, gauss s x) / (2 * s) := by
    rw [eq_div_iff (by positivity)]
    linarith
  -- split the quadratic into its two moments
  have e : (fun x => gauss s x * (c + d * x ^ 2)) =
      fun x => c * gauss s x + d * (x ^ 2 * gauss s x) := by
    funext x
    ring
  rw [e, integral_add (h1.const_mul c) (h2.const_mul d), integral_const_mul,
    integral_const_mul, hm, div_eq_iff hN]
  ring

/-- The kinetic local energy of the Gaussian with exponent `a`, averaged over its product with
the Gaussian with exponent `b`, is `ab/(b + a)`. -/
theorem mixedMean_kinetic {a b : ℝ} (hs : 0 < b + a) :
    mixedMean (gauss b) (gauss a) (localKinetic (gauss a)) = a * b / (b + a) := by
  have e : localKinetic (gauss a) = fun x => a + (-2 * a ^ 2) * x ^ 2 := by
    funext x
    rw [localKinetic_gauss]
    ring
  have h := hs.ne'
  rw [e, mixedMean_quadratic hs]
  field_simp
  ring

/-- The potential energy averaged over the product of two Gaussians with exponents `b` and `a`
is `1/(4(b + a))`. -/
theorem mixedMean_potential {a b : ℝ} (hs : 0 < b + a) :
    mixedMean (gauss b) (gauss a) potential = 1 / (4 * (b + a)) := by
  have e : potential = fun x => 0 + 1 / 2 * x ^ 2 := by
    funext x
    simp only [potential]
    ring
  have h := hs.ne'
  rw [e, mixedMean_quadratic hs, zero_add, div_div]
  congr 1
  ring

/-- In the state `exp (-x²/2)` the pure averages of kinetic and potential energy are
both `1/4`. -/
theorem pure_values :
    mixedMean ground ground (localKinetic ground) = 1 / 4 ∧
      mixedMean ground ground potential = 1 / 4 := by
  unfold ground
  rw [mixedMean_kinetic (by norm_num), mixedMean_potential (by norm_num)]
  norm_num

/-- Mixed averages for the oscillator with trial function `exp (-a x²)`: the kinetic and potential
parts are `a/(1+2a)` and `1/(2(1+2a))`, their sum is `1/2`, and each part agrees with its
pure value only for `a = 1/2`. -/
theorem mixed_energy_exact_parts_biased {a : ℝ} (ha : 0 < a) :
    mixedMean ground (gauss a) (localKinetic (gauss a)) = a / (1 + 2 * a) ∧
    mixedMean ground (gauss a) potential = 1 / (2 * (1 + 2 * a)) ∧
    mixedMean ground (gauss a) (localKinetic (gauss a))
      + mixedMean ground (gauss a) potential = 1 / 2 ∧
    (mixedMean ground (gauss a) (localKinetic (gauss a))
      = mixedMean ground ground (localKinetic ground) ↔ a = 1 / 2) ∧
    (mixedMean ground (gauss a) potential
      = mixedMean ground ground potential ↔ a = 1 / 2) := by
  have hs : 0 < 1 / 2 + a := by positivity
  have hq : 0 < 1 + 2 * a := by positivity
  have hK : mixedMean ground (gauss a) (localKinetic (gauss a)) = a / (1 + 2 * a) := by
    rw [ground, mixedMean_kinetic hs, div_eq_div_iff hs.ne' hq.ne']
    ring
  have hV : mixedMean ground (gauss a) potential = 1 / (2 * (1 + 2 * a)) := by
    rw [ground, mixedMean_potential hs]
    congr 1
    ring
  rw [pure_values.1, pure_values.2, hK, hV]
  refine ⟨rfl, rfl, ?_, ?_, ?_⟩
  · field_simp
    ring
  · rw [div_eq_div_iff hq.ne' (by norm_num)]
    constructor <;> intro h <;> linarith
  · rw [div_eq_div_iff (by positivity) (by norm_num)]
    constructor <;> intro h <;> linarith

/-- The extrapolated estimator, twice the mixed average minus the variational one, misses the pure
kinetic and potential energies by `-(2a - 1)²/(4(1 + 2a))` and `-(2a - 1)²/(8a(1 + 2a))`. -/
theorem extrapolated_error {a : ℝ} (ha : 0 < a) :
    2 * mixedMean ground (gauss a) (localKinetic (gauss a))
      - mixedMean (gauss a) (gauss a) (localKinetic (gauss a))
      - mixedMean ground ground (localKinetic ground)
        = -(2 * a - 1) ^ 2 / (4 * (1 + 2 * a)) ∧
    2 * mixedMean ground (gauss a) potential - mixedMean (gauss a) (gauss a) potential
      - mixedMean ground ground potential
        = -(2 * a - 1) ^ 2 / (8 * a * (1 + 2 * a)) := by
  obtain ⟨hK, hV, -⟩ := mixed_energy_exact_parts_biased ha
  have hq : 1 + 2 * a ≠ 0 := by positivity
  have h2 : a + a = 2 * a := by ring
  rw [hK, hV, pure_values.1, pure_values.2, mixedMean_kinetic (by positivity),
    mixedMean_potential (by positivity), h2]
  constructor
  · field_simp
    ring
  · field_simp
    ring

end

end OscillatorMixedEstimator
```

```lean
#print axioms OscillatorMixedEstimator.ground_schrodinger
-- 'OscillatorMixedEstimator.ground_schrodinger' depends on axioms: [propext, Classical.choice, Quot.sound]
#print axioms OscillatorMixedEstimator.mixed_energy_exact_parts_biased
-- 'OscillatorMixedEstimator.mixed_energy_exact_parts_biased' depends on axioms: [propext, Classical.choice, Quot.sound]
#print axioms OscillatorMixedEstimator.extrapolated_error
-- 'OscillatorMixedEstimator.extrapolated_error' depends on axioms: [propext, Classical.choice, Quot.sound]
```

## Averages, true values and extrapolation

`gauss a` is the trial function and `ground` is the same Gaussian with exponent 1/2. `mixedMean φ ψ f` is the ratio of integrals above, taken over the whole real line. With both wave functions equal it becomes the ordinary expectation value: `mixedMean ground ground` gives pure averages and `mixedMean (gauss a) (gauss a)` gives variational ones. The kinetic energy is defined by `localKinetic` through actual second derivatives, so the formula a − 2a²x² is a theorem and not a definition.

For every a > 0, `mixed_energy_exact_parts_biased` states that

⟨−ψ″/(2ψ)⟩ = a/(1 + 2a)

⟨x²/2⟩ = 1/(2(1 + 2a))

and that these add up to 1/2. It also states that each part equals its pure value if and only if a = 1/2. Both pure values are 1/4, by `pure_values`.

`extrapolated_error` concerns the estimator "twice mixed minus variational". Its deviations from the pure values are

kinetic: −(2a − 1)²/(4(1 + 2a))

potential: −(2a − 1)²/(8a(1 + 2a)).

`ground_schrodinger` verifies that exp(−x²/2) satisfies the Schrödinger equation with energy 1/2; that this is the lowest level is the familiar oscillator spectrum, which the file does not derive.

## Why the total energy is protected

For a ground state without nodes, such as this one, the equilibrated walkers of diffusion Monte Carlo with importance sampling are ideally distributed in proportion to the product of the ground state and the trial function. For this single particle in one dimension, with a one-parameter trial function and no sampling or time-step error, the theorem shows that an exact mixed total energy can coexist with wrong kinetic and potential parts.

The total is protected because H is Hermitian and φ is its eigenfunction:

∫ φ Hψ dx / ∫ φψ dx = ∫ (Hφ)ψ dx / ∫ φψ dx = 1/2.

This argument does not apply to the two parts separately, since φ is an eigenfunction of neither the kinetic nor the potential energy. Their errors are

a/(1 + 2a) − 1/4 = (2a − 1)/(4(1 + 2a))

1/(2(1 + 2a)) − 1/4 = −(2a − 1)/(4(1 + 2a)),

which are equal and opposite. Near a = 1/2 they are linear in 2a − 1, whereas the extrapolated errors are quadratic.

Take a = 3/4. The mixed kinetic and potential energies are 3/10 and 1/5, with sum 1/2 and errors +1/20 and −1/20. The variational values are 3/8 and 1/6. Extrapolation gives

kinetic: 2 · 3/10 − 3/8 = 9/40, error −1/40

potential: 2 · 1/5 − 1/6 = 7/30, error −1/60.

Both parts have improved, but their sum is now 11/24 and no longer 1/2. For the total energy, the mixed average itself is the better value here.

## From two derivatives to the averages

Differentiating the trial function twice gives

ψ′ = −2a x ψ

ψ″ = (4a²x² − 2a) ψ,

and hence −ψ″/(2ψ) = a − 2a²x². With a = 1/2 the same formula gives −½φ″ = (½ − x²/2)φ, so adding (x²/2)φ leaves ½φ, which is the Schrödinger equation.

Now let the two Gaussians have exponents b and a, with s = b + a > 0. Their product is exp(−s x²). The second moment follows from a total derivative:

d/dx [x exp(−s x²)] = exp(−s x²) − 2s x² exp(−s x²).

The function in brackets vanishes at both ends of the line, so the right-hand side integrates to zero and

∫ x² exp(−s x²) dx = (1/(2s)) ∫ exp(−s x²) dx.

The average of x² is therefore 1/(2s), and for any constants c and d

⟨c + d x²⟩ = c + d/(2(b + a)).

For the kinetic energy, c = a and d = −2a², which gives

a − a²/(b + a) = ab/(b + a).

For the potential, c = 0 and d = 1/2, which gives 1/(4(b + a)).

Three choices of exponents supply every value needed:

- Mixed, b = 1/2: a/(1 + 2a) and 1/(2(1 + 2a)).
- Pure, a = b = 1/2: 1/4 and 1/4.
- Variational, b = a: a/2 and 1/(8a).

The mixed sum is (2a + 1)/(2(1 + 2a)) = 1/2. Setting the kinetic part equal to 1/4 gives 4a = 1 + 2a, and setting the potential part equal to 1/4 gives 4 = 2 + 4a; each has the single solution a = 1/2.

For the extrapolated estimator,

2a/(1 + 2a) − a/2 − 1/4 = [8a − 2a(1 + 2a) − (1 + 2a)]/(4(1 + 2a))

1/(1 + 2a) − 1/(8a) − 1/4 = [8a − (1 + 2a) − 2a(1 + 2a)]/(8a(1 + 2a)).

Both numerators equal −4a² + 4a − 1 = −(2a − 1)².

## How the Lean proof carries this out

`hasDerivAt_gauss` and `deriv_deriv_gauss` are the two differentiations, by the chain rule and the product rule. `localKinetic_gauss` then divides by the wave function, which is allowed because an exponential is never zero.

The analytic work is in `mixedMean_quadratic`. The step `hp` merges the two Gaussians into one with exponent s. The facts `h1`, `h2` and `h3` say that exp(−s x²) and its products with x² and x are integrable, and `hN` shows that the normalising integral, √(π/s), is nonzero. The total derivative is `hd`. Mathlib's `integral_eq_zero_of_hasDerivAt_of_integrable` replaces the boundary argument: if a function and its derivative are both integrable over the line, the derivative integrates to zero. Solving for the second moment gives `hm`, and linearity of the integral finishes the average.

`mixedMean_kinetic` and `mixedMean_potential` insert the two pairs of coefficients. In the main theorem, `hK` and `hV` set b = 1/2; `div_eq_div_iff` clears denominators in the two equivalences, and `linarith` solves the resulting linear equations in both directions. The extrapolated errors follow by substituting the known averages and simplifying with `field_simp` and `ring`.

## What goes wrong without a > 0

At a = −1/2 the trial function is exp(x²/2), and the mixed density φψ is the constant 1. It cannot be normalised, so there is no mixed average to speak of. Lean assigns such a divergent integral the value 0 and sets 0/0 = 0, so both formal averages vanish and the claimed sum of 1/2 is false.

The mixed averages alone need only b + a > 0, which for b = 1/2 means a > −1/2. The variational average is more demanding. At a = 0 the trial function is constant: the mixed density is still a normalisable Gaussian, but ψ² is not normalisable, and the extrapolated estimator loses its meaning. The condition a > 0 is precisely the requirement that the trial function be square-integrable.
